# All Real RHF Solutions of Minimal-Basis H₂ and Their Orbital Hessians

A restricted Hartree–Fock (RHF) solution is taken here to be an angle x whose doubly occupied orbital (cos x, sin x) is an eigenvector of the Fock matrix built from that same orbital. That these angles are the stationary points of the energy is then a theorem and not a definition.

```lean
import Mathlib

open Real Matrix

namespace MinimalBasisH2

noncomputable section

/-- The one- and two-electron integrals of a two-orbital model whose orbitals have
different symmetry. -/
structure Integrals where
  (h1 h2 J1 J2 J12 K : ℝ)

/-- The core Hamiltonian, diagonal by symmetry. -/
def Integrals.core (I : Integrals) (p q : Fin 2) : ℝ :=
  if p = q then (if p = 0 then I.h1 else I.h2) else 0

/-- The two-electron integrals (pq|rs) in charge-density order. -/
def Integrals.eri (I : Integrals) (p q r s : Fin 2) : ℝ :=
  if p = q then
    (if r = s then (if p = r then (if p = 0 then I.J1 else I.J2) else I.J12) else 0)
  else (if r = s then 0 else I.K)

/-- The doubly occupied orbital at rotation angle `x`. -/
def occupied (x : ℝ) : Fin 2 → ℝ := ![cos x, sin x]

/-- The virtual orbital at rotation angle `x`. -/
def virtual (x : ℝ) : Fin 2 → ℝ := ![-sin x, cos x]

/-- The electronic energy of the closed-shell determinant at angle `x`. -/
def Integrals.energy (I : Integrals) (x : ℝ) : ℝ :=
  2 * (∑ p, ∑ q, occupied x p * occupied x q * I.core p q) +
    ∑ p, ∑ q, ∑ r, ∑ s,
      occupied x p * occupied x q * occupied x r * occupied x s * I.eri p q r s

/-- The closed-shell Fock matrix built from the occupied orbital at angle `x`. -/
def Integrals.fock (I : Integrals) (x : ℝ) : Matrix (Fin 2) (Fin 2) ℝ :=
  Matrix.of fun p q => I.core p q +
    ∑ r, ∑ s, occupied x r * occupied x s * (2 * I.eri p q r s - I.eri p r q s)

/-- The occupied orbital is an eigenvector of its own Fock matrix. -/
def Integrals.IsRHFSolution (I : Integrals) (x : ℝ) : Prop :=
  ∃ ε : ℝ, I.fock x *ᵥ occupied x = ε • occupied x

/-- The coefficient of `sin² x` in the energy written as a polynomial in `sin x`. -/
def Integrals.B (I : Integrals) : ℝ :=
  2 * (I.h2 - I.h1) - 2 * I.J1 + 2 * I.J12 + 4 * I.K

/-- The coefficient of `sin⁴ x` in the energy written as a polynomial in `sin x`. -/
def Integrals.C (I : Integrals) : ℝ := I.J1 + I.J2 - 2 * I.J12 - 4 * I.K

/-- The closed-shell energy as an explicit function of the orbital rotation angle. -/
theorem energy_eq (I : Integrals) (x : ℝ) :
    I.energy x = 2 * I.h1 * cos x ^ 2 + 2 * I.h2 * sin x ^ 2 + I.J1 * cos x ^ 4 +
      I.J2 * sin x ^ 4 + (2 * I.J12 + 4 * I.K) * cos x ^ 2 * sin x ^ 2 := by
  simp only [Integrals.energy, Integrals.core, Integrals.eri, occupied, Fin.sum_univ_two,
    Matrix.cons_val_zero, Matrix.cons_val_one, zero_ne_one, one_ne_zero, ↓reduceIte]
  ring

/-- The orbital gradient is `sin 2x (B + 2C sin² x)`. -/
theorem hasDerivAt_energy (I : Integrals) (x : ℝ) :
    HasDerivAt I.energy (sin (2 * x) * (I.B + 2 * I.C * sin x ^ 2)) x := by
  -- the energy is a quadratic polynomial in sin²
  have hE : I.energy = fun y =>
      (2 * I.h1 + I.J1 + I.B * sin y ^ 2) + I.C * sin y ^ 4 := by
    funext y
    have h4 : cos y ^ 4 = (1 - sin y ^ 2) ^ 2 := by
      rw [← Real.cos_sq']; ring
    rw [energy_eq, h4, Real.cos_sq']
    unfold Integrals.B Integrals.C
    ring
  have hs := Real.hasDerivAt_sin x
  rw [hE]
  refine ((((hs.fun_pow 2).const_mul I.B).const_add (2 * I.h1 + I.J1)).fun_add
    ((hs.fun_pow 4).const_mul I.C)).congr_deriv ?_
  rw [Real.sin_two_mul]
  simp only [Nat.reduceSub, Nat.cast_ofNat]
  ring

/-- The orbital gradient is four times the Fock matrix element between the virtual and
the occupied orbital. -/
theorem gradient_eq_fock (I : Integrals) (x : ℝ) :
    deriv I.energy x = 4 * (virtual x ⬝ᵥ (I.fock x *ᵥ occupied x)) := by
  rw [(hasDerivAt_energy I x).deriv, Real.sin_two_mul]
  simp only [Integrals.fock, Integrals.core, Integrals.eri, Integrals.B, Integrals.C,
    occupied, virtual, Matrix.mulVec, dotProduct, Matrix.of_apply, Fin.sum_univ_two,
    Matrix.cons_val_zero, Matrix.cons_val_one, zero_ne_one, one_ne_zero, ↓reduceIte]
  linear_combination (4 * sin x * cos x * I.J1 -
    2 * sin x * cos x * (2 * I.J12 + 4 * I.K)) * Real.sin_sq_add_cos_sq x

/-- An angle solves the RHF eigenvalue equation exactly when the energy is stationary
there. -/
theorem isRHFSolution_iff_stationary (I : Integrals) (x : ℝ) :
    I.IsRHFSolution x ↔ deriv I.energy x = 0 := by
  rw [gradient_eq_fock]
  unfold Integrals.IsRHFSolution
  generalize I.fock x *ᵥ occupied x = w
  simp only [dotProduct, Fin.sum_univ_two, virtual, Matrix.cons_val_zero,
    Matrix.cons_val_one]
  have h1 := Real.sin_sq_add_cos_sq x
  constructor
  · rintro ⟨ε, hw⟩
    have h0 : w 0 = ε * cos x := congrFun hw 0
    have h2 : w 1 = ε * sin x := congrFun hw 1
    rw [h0, h2]
    ring
  · intro h
    -- the orbital energy is the expectation value of the Fock matrix
    refine ⟨cos x * w 0 + sin x * w 1, ?_⟩
    funext i
    fin_cases i
    · change w 0 = (cos x * w 0 + sin x * w 1) * cos x
      linear_combination (-(w 0)) * h1 - sin x / 4 * h
    · change w 1 = (cos x * w 0 + sin x * w 1) * sin x
      linear_combination (-(w 1)) * h1 + cos x / 4 * h

/-- The multiples of a quarter turn are the zeros of `sin 2x`. -/
theorem quarter_turn_iff (x : ℝ) :
    (∃ n : ℤ, x = n * (π / 2)) ↔ sin (2 * x) = 0 := by
  rw [Real.sin_eq_zero_iff]
  exact exists_congr fun n => ⟨fun h => by linarith, fun h => by linarith⟩

/-- The RHF solutions are the multiples of a quarter turn together with the angles
satisfying `2C sin² x = -B`. -/
theorem rhf_solutions (I : Integrals) (x : ℝ) :
    I.IsRHFSolution x ↔
      (∃ n : ℤ, x = n * (π / 2)) ∨ 2 * I.C * sin x ^ 2 = -I.B := by
  rw [isRHFSolution_iff_stationary, (hasDerivAt_energy I x).deriv, mul_eq_zero,
    quarter_turn_iff]
  exact or_congr Iff.rfl ⟨fun h => by linarith, fun h => by linarith⟩

/-- The orbital Hessian at an arbitrary rotation angle. -/
theorem hessian (I : Integrals) (x : ℝ) :
    HasDerivAt (deriv I.energy)
      (2 * cos (2 * x) * (I.B + 2 * I.C * sin x ^ 2) + 2 * I.C * sin (2 * x) ^ 2) x := by
  have hd : deriv I.energy = fun y => sin (2 * y) * (I.B + 2 * I.C * sin y ^ 2) :=
    funext fun y => (hasDerivAt_energy I y).deriv
  rw [hd]
  refine ((((hasDerivAt_id' x).const_mul 2).sin).fun_mul
    ((((Real.hasDerivAt_sin x).fun_pow 2).const_mul (2 * I.C)).const_add I.B)).congr_deriv ?_
  simp only [Nat.reduceSub, Nat.cast_ofNat]
  linear_combination (-(2 * I.C * sin (2 * x))) * Real.sin_two_mul x

/-- The orbital Hessian is `2B` at angle `0` and `-2(B + 2C)` at angle `π/2`. -/
theorem hessian_symmetry_solutions (I : Integrals) :
    deriv (deriv I.energy) 0 = 2 * I.B ∧
      deriv (deriv I.energy) (π / 2) = -2 * (I.B + 2 * I.C) := by
  constructor
  · rw [(hessian I 0).deriv]
    simp
  · have h : 2 * (π / 2) = π := by ring
    rw [(hessian I (π / 2)).deriv, h, Real.cos_pi, Real.sin_pi, Real.sin_pi_div_two]
    ring

/-- At an RHF solution that is not a multiple of a quarter turn, the orbital Hessian
is `2C sin² 2x`. -/
theorem hessian_mixed_solution (I : Integrals) (x : ℝ) (hx : I.IsRHFSolution x)
    (hn : ¬ ∃ n : ℤ, x = n * (π / 2)) :
    deriv (deriv I.energy) x = 2 * I.C * sin (2 * x) ^ 2 := by
  have hu := ((rhf_solutions I x).1 hx).resolve_left hn
  rw [(hessian I x).deriv]
  linear_combination 2 * cos (2 * x) * hu

/-- An RHF solution that mixes the two orbitals exists exactly when the Hessians at `0`
and `π/2` have the same strict sign or both vanish. -/
theorem exists_mixed_solution_iff (I : Integrals) :
    (∃ x, I.IsRHFSolution x ∧ ¬ ∃ n : ℤ, x = n * (π / 2)) ↔
      0 < deriv (deriv I.energy) 0 * deriv (deriv I.energy) (π / 2) ∨
        (deriv (deriv I.energy) 0 = 0 ∧ deriv (deriv I.energy) (π / 2) = 0) := by
  rw [(hessian_symmetry_solutions I).1, (hessian_symmetry_solutions I).2]
  constructor
  · rintro ⟨x, hx, hn⟩
    have hu := ((rhf_solutions I x).1 hx).resolve_left hn
    rw [quarter_turn_iff, Real.sin_two_mul] at hn
    have hs0 : sin x ≠ 0 := fun h => hn (by rw [h]; ring)
    have hc0 : cos x ≠ 0 := fun h => hn (by rw [h]; ring)
    have hs : 0 < sin x ^ 2 := by positivity
    by_cases hB : I.B = 0
    · right
      have hm : I.C * sin x ^ 2 = 0 := by linarith
      have hC : I.C = 0 := (mul_eq_zero.1 hm).resolve_right hs.ne'
      constructor <;> simp [hB, hC]
    · left
      have key : sin x ^ 2 * (2 * I.B * (-2 * (I.B + 2 * I.C))) =
          4 * I.B ^ 2 * cos x ^ 2 := by
        linear_combination (-4 * I.B) * hu - 4 * I.B ^ 2 * Real.sin_sq_add_cos_sq x
      exact (mul_pos_iff_of_pos_left hs).1 (by rw [key]; positivity)
  · intro h
    -- find the population u of the second orbital, strictly between 0 and 1
    have hu : ∃ u : ℝ, 0 < u ∧ u < 1 ∧ 2 * I.C * u = -I.B := by
      rcases h with h | ⟨h0, h1⟩
      · have hB : I.B ≠ 0 := by
          intro h0
          simp [h0] at h
        have hB2 : 0 < I.B ^ 2 := by positivity
        have hd : I.B ^ 2 < -2 * I.B * I.C := by nlinarith
        have hC : I.C ≠ 0 := by
          intro h0
          rw [h0] at hd
          linarith
        refine ⟨I.B ^ 2 / (-2 * I.B * I.C), div_pos hB2 (hB2.trans hd),
          (div_lt_one (hB2.trans hd)).2 hd, ?_⟩
        field_simp
      · exact ⟨1 / 2, by norm_num, by norm_num, by linarith⟩
    obtain ⟨u, hu0, hu1, hu⟩ := hu
    have hsin : sin (arcsin (√u)) = √u :=
      Real.sin_arcsin (by linarith [Real.sqrt_nonneg u])
        (Real.sqrt_le_one.2 hu1.le)
    have hsq : sin (arcsin (√u)) ^ 2 = u := by rw [hsin, Real.sq_sqrt hu0.le]
    refine ⟨arcsin (√u), (rhf_solutions I _).2 (Or.inr (by rw [hsq]; exact hu)), ?_⟩
    rw [quarter_turn_iff, Real.sin_two_mul]
    intro h0
    have h1 := Real.sin_sq_add_cos_sq (arcsin (√u))
    rcases mul_eq_zero.1 h0 with h2 | h2
    · have h3 : sin (arcsin (√u)) = 0 := by linarith
      rw [h3] at hsq
      norm_num at hsq
      linarith
    · rw [hsq, h2] at h1
      norm_num at h1
      linarith

end

end MinimalBasisH2
```

```lean
#print axioms MinimalBasisH2.hessian_mixed_solution
#print axioms MinimalBasisH2.exists_mixed_solution_iff
```

```
'MinimalBasisH2.hessian_mixed_solution' depends on axioms: [propext, Classical.choice, Quot.sound]
'MinimalBasisH2.exists_mixed_solution_iff' depends on axioms: [propext, Classical.choice, Quot.sound]
```

## Two orbitals, six integrals, one angle

The basis consists of two real orthonormal orbitals of different symmetry. For H₂ they are the bonding σg orbital, index 0 in the code, and the antibonding σu orbital, index 1. The structure `Integrals` holds six real numbers: the core energies h1 and h2, the self-repulsions J1 and J2, the Coulomb integral J12 and the exchange integral K. Orbital 0 carries h1 and J1, and orbital 1 carries h2 and J2.

Symmetry makes the core Hamiltonian diagonal and removes every two-electron integral with an odd number of σu factors. In charge-density order, `eri` contains

(00|00) = J1,  (11|11) = J2,  (00|11) = (11|00) = J12,

(01|01) = (01|10) = (10|01) = (10|10) = K,

and zeros elsewhere. Write c = cos x and s = sin x. The occupied orbital is o = (c, s) and the virtual orbital is v = (−s, c). Every normalised real orbital in this space has the form of o for some x, and x and x + π describe the same orbital up to sign.

The definition `energy` is the closed-shell expression 2⟨o|h|o⟩ + (oo|oo), where h is the core Hamiltonian. Nuclear repulsion is left out, since it does not depend on x. The definition `fock` is the usual closed-shell matrix, in which the subscripts p, q, r and s are orbital indices, as in the code:

F_pq = h_pq + Σ_rs o_r o_s [2(pq|rs) − (pr|qs)].

The predicate `IsRHFSolution` says that F o = ε o for some real ε.

## What is established

With

B = 2(h2 − h1) − 2J1 + 2J12 + 4K,  C = J1 + J2 − 2J12 − 4K,

the theorems say the following for arbitrary real integrals.

- The gradient is E′(x) = sin(2x)(B + 2C s²), which is four times the virtual–occupied Fock element (`hasDerivAt_energy`, `gradient_eq_fock`).
- An angle is an RHF solution exactly when it is an integer multiple of π/2 or satisfies 2C s² = −B (`rhf_solutions`). The two cases may overlap.
- The orbital Hessian, meaning the second derivative in x, is 2B at x = 0 and −2(B + 2C) at x = π/2 (`hessian_symmetry_solutions`). At any solution that is not an integer multiple of π/2 it is 2C sin²(2x) (`hessian_mixed_solution`).
- A solution that mixes the two orbitals exists exactly when the Hessians at 0 and π/2 have the same strict sign or both vanish (`exists_mixed_solution_iff`).

At x = 0 both electrons are in σg, and at x = π/2 both are in σu. A mixed solution breaks the inversion symmetry of the molecule while both electrons still share one spatial orbital. It is therefore not the spin-unrestricted solution familiar from bond dissociation.

The integrals are free parameters: no bond length enters, and nothing is assumed about their signs or sizes. Complex orbitals and spin-unrestricted determinants are not treated, so the Hessian tests stability only against real rotations of the shared orbital.

For SCF practice, this one-angle model shows that a vanishing virtual–occupied Fock element identifies a stationary point but not its type: the σu² determinant always passes that test, and it is a local maximum of the energy in x when B + 2C > 0.

## From the tensor to the gradient

In the sum for (oo|oo), J12 occurs twice and K four times, each with the factor c²s². Hence

E = 2h1 c² + 2h2 s² + J1 c⁴ + J2 s⁴ + (2J12 + 4K) c²s².

This is `energy_eq`. Its proof expands the finite sums with `simp only` and collects terms with `ring`.

Now put c² = 1 − s². The constant term is 2h1 + J1. The coefficient of s² is 2(h2 − h1) − 2J1 + 2J12 + 4K = B, and that of s⁴ is J1 + J2 − 2J12 − 4K = C. So

E = 2h1 + J1 + B s² + C s⁴.

Differentiation gives

E′ = 2B s c + 4C s³c = 2sc (B + 2C s²) = sin(2x)(B + 2C s²).

The proof of `hasDerivAt_energy` takes the same route: `hE` is the polynomial in s, and the power and sum rules then supply the derivative.

## The gradient as a Fock element

Inserting the integrals into the Fock matrix gives

F₀₀ = h1 + J1 c² + (2J12 − K) s²,

F₁₁ = h2 + J2 s² + (2J12 − K) c²,

F₀₁ = F₁₀ = (3K − J12) sc.

The element between the virtual and occupied orbitals is

v·F o = sc (F₁₁ − F₀₀) + (c² − s²) F₀₁

= sc [h2 − h1 + J2 s² − J1 c² + (J12 + 2K)(c² − s²)].

Replacing c² by 1 − s² turns the bracket into B/2 + C s². Therefore

4 v·F o = 4sc (B/2 + C s²) = sin(2x)(B + 2C s²) = E′(x).

In `gradient_eq_fock` the closing `linear_combination` performs this replacement by adding a suitable multiple of s² + c² = 1.

It remains to connect the Fock element with the eigenvalue equation. Let w = F o. Since o and v are orthonormal and span the plane,

w = (o·w) o + (v·w) v.

If w = ε o, then v·w = 0. Conversely, if v·w = 0, then w = (o·w) o, so o is an eigenvector with orbital energy ε = o·w. The proof of `isRHFSolution_iff_stationary` replaces F o by a general vector `w`, because the argument uses nothing else about the Fock matrix. It supplies the same ε and checks the two components separately.

## Locating the solutions

The gradient is a product, so it vanishes exactly when one factor does. The first factor, sin(2x), is zero when 2x = nπ for an integer n, that is, when x = nπ/2; this is `quarter_turn_iff`. The second is zero when 2C s² = −B. Since the condition is not divided by C, it also covers C = 0: it then holds for no angle if B ≠ 0 and for every angle if B = 0.

## Curvature at each solution

A second differentiation, by the product rule, gives

E″ = 2cos(2x)(B + 2C s²) + sin(2x) · 4C sc

= 2cos(2x)(B + 2C s²) + 2C sin²(2x).

This is `hessian`. At x = 0 we have s = 0 and cos(2x) = 1, which leaves 2B. At x = π/2 we have s = 1 and cos(2x) = −1, which leaves −2(B + 2C). At a mixed solution the bracket B + 2C s² is zero, so only 2C sin²(2x) remains. There sin(2x) ≠ 0, and the curvature has the sign of C.

## When the orbitals mix

Let u = s², the weight of orbital 1 in the occupied orbital. An angle is not a multiple of π/2 exactly when 0 < u < 1. A mixed solution therefore exists exactly when the affine function

f(u) = B + 2C u

has a zero strictly between 0 and 1. This happens when f(0) = B and f(1) = B + 2C have opposite strict signs, or when both are zero. The Hessians at the two symmetry-adapted solutions are 2f(0) and −2f(1), and the minus sign turns opposite signs of f into equal signs of the curvature.

If both Hessians are positive, then B > 0 and B + 2C < 0, so C < 0 and the mixed solutions are local maxima between two minima. If both are negative, then C > 0 and the mixed solutions are local minima.

For the forward direction, the Lean proof of `exists_mixed_solution_iff` starts from a mixed solution and separates the case B = 0, where 2C u = 0 with u > 0 forces C = 0, so both Hessians vanish. If B ≠ 0, the identity `key` reads

u · [2B] · [−2(B + 2C)] = −4B²u − 8BC u = 4B²(1 − u) = 4B²c²,

where the second equality uses 2C u = −B. The right-hand side and u are both positive, so the product of the Hessians is positive.

For the converse, a positive product means −4B(B + 2C) > 0, or B² < −2BC. Then

u = −B/(2C) = B²/(−2BC)

lies strictly between 0 and 1. The second form is the one in the code, because numerator and denominator are both positive there. If both Hessians vanish, then B = C = 0, the energy is constant, and the proof takes u = 1/2. In either case x = arcsin √u has sin²x = u, so it satisfies 2C s² = −B. The last lines of the proof show that sin(2x) = 0 would force u to be 0 or 1, which is excluded.
